# For non-collinear momenta the Born matrix of an electrostatic potential is f + i g σ·n with f real and g real and nonzero

The theorem `born_eq_amp` concerns the 2×2 spin matrix (E+m) + (σ·p′)(σ·p)/(E+m), the Born matrix of an electrostatic potential without any overall factor for the potential's strength or shape. For real E and m with E+m ≠ 0, and real vectors p and p′ with p × p′ ≠ 0, it states that this matrix equals f + i g σ·n, where n is p × p′ divided by its length and is a unit vector. The amplitudes are f = E + m + p·p′/(E+m) and g = −|p × p′|/(E+m), both real, and g is not zero; no relation between E, m and the momenta is assumed. The proof expands (σ·p′)(σ·p) by the Pauli product, and uses an auxiliary equation `hs` to take the factor 1/|p × p′| out of σ·n, so that it cancels the length in g.

The first attempt, which Lean rejects:

```lean
import Mathlib

open Matrix ComplexConjugate

namespace BornEqAmp

noncomputable section

/-- The three Pauli matrices. -/
def pauli : Fin 3 → Matrix (Fin 2) (Fin 2) ℂ :=
  ![!![0, 1; 1, 0], !![0, -Complex.I; Complex.I, 0], !![1, 0; 0, -1]]

/-- The spin operator `σ·v` for a real vector `v`. -/
def sigmaDot (v : Fin 3 → ℝ) : Matrix (Fin 2) (Fin 2) ℂ :=
  ∑ k, (v k : ℂ) • pauli k

/-- The scattering matrix `f + i g σ·v`. -/
def amp (f g : ℂ) (v : Fin 3 → ℝ) : Matrix (Fin 2) (Fin 2) ℂ :=
  f • (1 : Matrix (Fin 2) (Fin 2) ℂ) + (Complex.I * g) • sigmaDot v

/-- The Born matrix `(E+m) + (σ·p')(σ·p)/(E+m)` of an electrostatic potential,
for `E + m ≠ 0`. -/
def born (E m : ℝ) (p p' : Fin 3 → ℝ) : Matrix (Fin 2) (Fin 2) ℂ :=
  ((E + m : ℝ) : ℂ) • (1 : Matrix (Fin 2) (Fin 2) ℂ)
    + (((E + m)⁻¹ : ℝ) : ℂ) • (sigmaDot p' * sigmaDot p)

/-- The length of `p × p'`. -/
def crossLength (p p' : Fin 3 → ℝ) : ℝ := √((p ⨯₃ p') ⬝ᵥ (p ⨯₃ p'))

/-- The normal to the scattering plane, `p × p'` divided by its length,
for `p × p' ≠ 0`. -/
def normal (p p' : Fin 3 → ℝ) : Fin 3 → ℝ := (crossLength p p')⁻¹ • (p ⨯₃ p')

/-- The operator `σ·v` written out as a matrix. -/
theorem sigmaDot_eq (v : Fin 3 → ℝ) :
    sigmaDot v = !![(v 2 : ℂ), v 0 - v 1 * Complex.I; v 0 + v 1 * Complex.I, -v 2] := by
  ext i j
  fin_cases i <;> fin_cases j <;>
    simp [sigmaDot, pauli, Fin.sum_univ_three, sub_eq_add_neg]

/-- The Pauli product `(σ·p')(σ·p) = p·p' - i σ·(p × p')`. -/
theorem sigmaDot_mul (p p' : Fin 3 → ℝ) :
    sigmaDot p' * sigmaDot p = ((p ⬝ᵥ p' : ℝ) : ℂ) • (1 : Matrix (Fin 2) (Fin 2) ℂ)
      - Complex.I • sigmaDot (p ⨯₃ p') := by
  rw [sigmaDot_eq p', sigmaDot_eq p, sigmaDot_eq (p ⨯₃ p')]
  ext i j
  fin_cases i <;> fin_cases j <;> apply Complex.ext <;>
    simp [Matrix.mul_apply, Fin.sum_univ_two, Fin.sum_univ_three, cross_apply,
      dotProduct] <;> ring

/-- For `E + m ≠ 0` and `p × p' ≠ 0` the Born matrix is `f + i g σ·n` with `n` the unit
normal, real `f = E + m + p·p'/(E+m)` and real nonzero `g = -|p × p'|/(E+m)`. -/
theorem born_eq_amp {E m : ℝ} {p p' : Fin 3 → ℝ} (hE : E + m ≠ 0) (hp : p ⨯₃ p' ≠ 0) :
    normal p p' ⬝ᵥ normal p p' = 1 ∧ -crossLength p p' / (E + m) ≠ 0 ∧
    born E m p p' = amp ((E + m + (p ⬝ᵥ p') / (E + m) : ℝ) : ℂ)
      ((-crossLength p p' / (E + m) : ℝ) : ℂ) (normal p p') := by
  have h0 : 0 ≤ (p ⨯₃ p') ⬝ᵥ (p ⨯₃ p') :=
    Finset.sum_nonneg fun i _ => mul_self_nonneg ((p ⨯₃ p') i)
  have hsq : crossLength p p' * crossLength p p' = (p ⨯₃ p') ⬝ᵥ (p ⨯₃ p') :=
    Real.mul_self_sqrt h0
  have hL : crossLength p p' ≠ 0 := by
    intro h
    rw [h, mul_zero] at hsq
    exact hp (dotProduct_self_eq_zero.mp hsq.symm)
  refine ⟨?_, div_ne_zero (neg_ne_zero.mpr hL) hE, ?_⟩
  · rw [normal, smul_dotProduct, dotProduct_smul, ← hsq, smul_eq_mul, smul_eq_mul]
    field_simp
  · -- the length of the normal is absorbed in the spin-flip amplitude
    have hs : sigmaDot (normal p p')
        = (((crossLength p p')⁻¹ : ℝ) : ℂ) • sigmaDot (p ⨯₃ p') := by
      simp [sigmaDot, normal, Finset.smul_sum, smul_smul]
    have hc : ((-crossLength p p' / (E + m) : ℝ) : ℂ) * (((crossLength p p')⁻¹ : ℝ) : ℂ)
        = -(((E + m)⁻¹ : ℝ) : ℂ) := by
      rw [← Complex.ofReal_mul, ← Complex.ofReal_neg]
      congr 1
      field_simp
    rw [born, amp, sigmaDot_mul, hs, smul_smul, mul_assoc, hc]
    push_cast
    module

end

end BornEqAmp
```

The compiler's answer:

```
Main.lean:70:67: error: unsolved goals
E m : ℝ
p p' : Fin 3 → ℝ
hE : E + m ≠ 0
hp : (crossProduct p) p' ≠ 0
h0 : 0 ≤ (crossProduct p) p' ⬝ᵥ (crossProduct p) p'
hsq : crossLength p p' * crossLength p p' = (crossProduct p) p' ⬝ᵥ (crossProduct p) p'
hL : crossLength p p' ≠ 0
⊢ ∑ x, ((↑(crossLength p p'))⁻¹ * ↑((crossProduct p) p' x)) • pauli x =
    ∑ x, (↑(crossLength p p'))⁻¹ • (crossProduct p) p' x • pauli x
Main.lean:71:47: warning: This simp argument is unused:
  smul_smul

Hint: Omit it from the simp argument list.
  [apply] simp [sigmaDot, normal, Finset.smul_sum]

Note: This linter can be disabled with `set_option linter.unusedSimpArgs false`
```

The repair, with which the file compiles:

```diff
@@ -66,8 +66,9 @@
   · rw [normal, smul_dotProduct, dotProduct_smul, ← hsq, smul_eq_mul, smul_eq_mul]
     field_simp
-  · -- the length of the normal is absorbed in the spin-flip amplitude
+  · -- the length of `p × p'` cancels between `g` and the unit normal
     have hs : sigmaDot (normal p p')
         = (((crossLength p p')⁻¹ : ℝ) : ℂ) • sigmaDot (p ⨯₃ p') := by
-      simp [sigmaDot, normal, Finset.smul_sum, smul_smul]
+      simp only [sigmaDot, normal, Finset.smul_sum, smul_smul, Pi.smul_apply,
+        smul_eq_mul, Complex.ofReal_mul]
     have hc : ((-crossLength p p' / (E + m) : ℝ) : ℂ) * (((crossLength p p')⁻¹ : ℝ) : ℂ)
         = -(((E + m)⁻¹ : ℝ) : ℂ) := by
```

The error is in `hs`, where `simp` leaves two sums unequal in form. On the left, each Pauli matrix is multiplied by one complex number, a product of two factors. On the right, the two factors act one after the other, and the inner one, a component of p × p′, now acts as a real number: its cast to ℂ is gone. The default simp set has turned multiplication by a cast real into multiplication by the real itself. `smul_smul` merges two scalars of the same type, so it can't join a complex scalar to a real one, and the warning reports it as unused.

The repair uses `simp only` with a fixed list of lemmas, none of which removes the cast. Both scalars on the right stay complex and `smul_smul` merges them. On the left, `Pi.smul_apply`, `smul_eq_mul` and `Complex.ofReal_mul` write the cast component of the normal as the same product, and the two sides agree. The warning goes too, since `smul_smul` is now used. The reworded comment is mere tidying.
